# The Richardson diagonal with geometric factors converges whenever its data converge

The data are modelled as a bare sequence of real numbers a(0), a(1), …, with no step size, integrand or error expansion attached, and the Richardson tableau is defined by recursion on the number of elimination rounds. If the data converge to A, then every diagonal of the tableau converges to A, provided that the elimination factors are r^(kp) in round k, with 0 < r < 1 and p ≥ 1.

```lean
import Mathlib

open Filter Topology

namespace RombergDiagonal

noncomputable section

/-- Richardson tableau: the entry after `k` rounds that starts from the datum `a j`.
Round `k + 1` eliminates with the factor `r ^ ((k + 1) * p)`. -/
def richardson (r : ℝ) (p : ℕ) (a : ℕ → ℝ) : ℕ → ℕ → ℝ
  | 0, j => a j
  | k + 1, j =>
      (richardson r p a k (j + 1) - r ^ ((k + 1) * p) * richardson r p a k j) /
        (1 - r ^ ((k + 1) * p))

/-- The product of the factors `(1 + x) / (1 - x)` over the first `k` rounds,
where `x` is the elimination factor of the round. -/
def amplification (r : ℝ) (p k : ℕ) : ℝ :=
  ∏ m ∈ Finset.range k, (1 + r ^ ((m + 1) * p)) / (1 - r ^ ((m + 1) * p))

/-- The constant `exp (2 q / (1 - q) ^ 2)` with `q = r ^ p`. -/
def stabilityConst (r : ℝ) (p : ℕ) : ℝ :=
  Real.exp (2 * r ^ p / (1 - r ^ p) ^ 2)

variable {r : ℝ} {p : ℕ}

/-- Every elimination factor lies strictly below one. -/
lemma factor_lt_one (hr : 0 < r) (hr1 : r < 1) (hp : 1 ≤ p) (k : ℕ) :
    r ^ ((k + 1) * p) < 1 :=
  pow_lt_one₀ hr.le hr1 (Nat.mul_ne_zero (by omega) (by omega))

/-- One more round multiplies the amplification by `(1 + x) / (1 - x)`,
written without division. -/
lemma amplification_succ (hr : 0 < r) (hr1 : r < 1) (hp : 1 ≤ p) (k : ℕ) :
    amplification r p (k + 1) * (1 - r ^ ((k + 1) * p)) =
      amplification r p k * (1 + r ^ ((k + 1) * p)) := by
  have h : 1 - r ^ ((k + 1) * p) ≠ 0 := (sub_pos.2 (factor_lt_one hr hr1 hp k)).ne'
  unfold amplification
  rw [Finset.prod_range_succ, mul_assoc, div_mul_cancel₀ _ h]

/-- Subtracting a constant from all data subtracts it from every tableau entry. -/
theorem richardson_sub_const (hr : 0 < r) (hr1 : r < 1) (hp : 1 ≤ p)
    (a : ℕ → ℝ) (A : ℝ) (k j : ℕ) :
    richardson r p (fun i => a i - A) k j = richardson r p a k j - A := by
  induction k generalizing j with
  | zero => rfl
  | succ k ih =>
    have h : 1 - r ^ ((k + 1) * p) ≠ 0 := (sub_pos.2 (factor_lt_one hr hr1 hp k)).ne'
    simp only [richardson, ih]
    rw [div_eq_iff h, sub_mul, div_mul_cancel₀ _ h]
    ring

/-- Data bounded by `M` from level `j` on give entries bounded by the amplification
times `M`. -/
theorem abs_richardson_le (hr : 0 < r) (hr1 : r < 1) (hp : 1 ≤ p)
    (a : ℕ → ℝ) (M : ℝ) (k j : ℕ) (h : ∀ i, j ≤ i → |a i| ≤ M) :
    |richardson r p a k j| ≤ amplification r p k * M := by
  induction k generalizing j with
  | zero => simpa [richardson, amplification] using h j le_rfl
  | succ k ih =>
    have h1 := abs_le.1 (ih (j + 1) (fun i hi => h i (by omega)))
    have h2 := abs_le.1 (ih j h)
    have hG := amplification_succ hr hr1 hp k
    have hx0 : 0 < r ^ ((k + 1) * p) := pow_pos hr _
    have hx1 := sub_pos.2 (factor_lt_one hr hr1 hp k)
    simp only [richardson]
    generalize r ^ ((k + 1) * p) = x at hG hx0 hx1 ⊢
    rw [abs_div, abs_of_pos hx1, div_le_iff₀ hx1]
    have e : amplification r p (k + 1) * M * (1 - x) =
        amplification r p k * M + x * (amplification r p k * M) := by
      linear_combination M * hG
    have l := mul_le_mul_of_nonneg_left h2.1 hx0.le
    have u := mul_le_mul_of_nonneg_left h2.2 hx0.le
    rw [e, abs_le]
    constructor <;> linarith [h1.1, h1.2]

/-- For the alternating data `(-1) ^ i`, the entry after `k` rounds from level `j` is `(-1) ^ (j +
k)` times the amplification. -/
theorem richardson_alternating (hr : 0 < r) (hr1 : r < 1) (hp : 1 ≤ p) (k j : ℕ) :
    richardson r p (fun i => (-1) ^ i) k j = (-1) ^ (j + k) * amplification r p k := by
  induction k generalizing j with
  | zero => simp [richardson, amplification]
  | succ k ih =>
    have hG := amplification_succ hr hr1 hp k
    have hx := (sub_pos.2 (factor_lt_one hr hr1 hp k)).ne'
    simp only [richardson, ih]
    generalize r ^ ((k + 1) * p) = x at hG hx ⊢
    rw [div_eq_iff hx]
    linear_combination (-(-1 : ℝ) ^ (j + (k + 1))) * hG

/-- The amplification stays below one constant for any number of rounds. -/
theorem amplification_le (hr : 0 < r) (hr1 : r < 1) (hp : 1 ≤ p) (k : ℕ) :
    amplification r p k ≤ stabilityConst r p := by
  have hq0 : 0 < r ^ p := pow_pos hr p
  have hq1 : 0 < 1 - r ^ p := sub_pos.2 (pow_lt_one₀ hr.le hr1 (by omega))
  have hpow : ∀ m : ℕ, r ^ ((m + 1) * p) = (r ^ p) ^ (m + 1) := fun m => by
    rw [mul_comm, pow_mul]
  unfold amplification stabilityConst
  simp only [hpow]
  generalize r ^ p = q at hq0 hq1 ⊢
  -- the partial geometric sum controls the logarithm of the product
  have key : ∏ m ∈ Finset.range k, (1 + q ^ (m + 1)) / (1 - q ^ (m + 1)) ≤
      Real.exp (2 * (q - q ^ (k + 1)) / (1 - q) ^ 2) := by
    induction k with
    | zero => simp
    | succ k ih =>
      have hx0 : 0 < q ^ (k + 1) := pow_pos hq0 _
      have hxq : q ^ (k + 1) ≤ q := pow_le_of_le_one hq0.le (by linarith) (by omega)
      have hx1 : 0 < 1 - q ^ (k + 1) := by linarith
      have hfac : (1 + q ^ (k + 1)) / (1 - q ^ (k + 1)) ≤
          Real.exp (2 * q ^ (k + 1) / (1 - q)) := by
        refine le_trans ?_ (Real.add_one_le_exp _)
        have e : (1 + q ^ (k + 1)) / (1 - q ^ (k + 1)) =
            2 * q ^ (k + 1) / (1 - q ^ (k + 1)) + 1 := by
          rw [div_add_one hx1.ne']
          congr 1
          ring
        have := div_le_div₀ (by positivity : 0 ≤ 2 * q ^ (k + 1)) le_rfl hq1
          (by linarith : 1 - q ≤ 1 - q ^ (k + 1))
        linarith
      have e : 2 * (q - q ^ (k + 1 + 1)) / (1 - q) ^ 2 =
          2 * (q - q ^ (k + 1)) / (1 - q) ^ 2 + 2 * q ^ (k + 1) / (1 - q) := by
        have hne := hq1.ne'
        rw [← mul_div_mul_right (2 * q ^ (k + 1)) (1 - q) hne, ← pow_two, ← add_div]
        congr 1
        ring
      rw [Finset.prod_range_succ, e, Real.exp_add]
      exact mul_le_mul ih hfac (div_nonneg (by linarith) hx1.le) (Real.exp_pos _).le
  refine key.trans (Real.exp_le_exp.2 ?_)
  have := pow_pos hq0 (k + 1)
  exact div_le_div_of_nonneg_right (by linarith) (by positivity)

/-- For bounded data, diagonals of the tableau that start `n` levels apart approach
each other. -/
theorem diagonals_merge (hr : 0 < r) (hr1 : r < 1) (hp : 1 ≤ p)
    (a : ℕ → ℝ) (M : ℝ) (hM : ∀ i, |a i| ≤ M) (n j : ℕ) :
    Tendsto (fun k => richardson r p a (k + n) j - richardson r p a k (j + n))
      atTop (𝓝 0) := by
  have hM0 : 0 ≤ M := (abs_nonneg _).trans (hM 0)
  have hb : ∀ k i, |richardson r p a k i| ≤ stabilityConst r p * M := fun k i =>
    (abs_richardson_le hr hr1 hp a M k i (fun i _ => hM i)).trans
      (mul_le_mul_of_nonneg_right (amplification_le hr hr1 hp k) hM0)
  have hq0 : 0 < r ^ p := pow_pos hr p
  have hq1 : r ^ p < 1 := pow_lt_one₀ hr.le hr1 (by omega)
  -- neighbouring diagonals differ by at most a constant times the elimination factor
  have step : ∀ i, Tendsto
      (fun k => richardson r p a (k + 1) i - richardson r p a k (i + 1)) atTop (𝓝 0) := by
    intro i
    have hlim : Tendsto (fun k : ℕ => (r ^ p) ^ (k + 1) *
        (2 * (stabilityConst r p * M) / (1 - r ^ p))) atTop (𝓝 0) := by
      simpa using ((tendsto_pow_atTop_nhds_zero_of_lt_one hq0.le hq1).comp
        (tendsto_add_atTop_nat 1)).mul_const (2 * (stabilityConst r p * M) / (1 - r ^ p))
    refine squeeze_zero_norm (fun k => ?_) hlim
    have h1 := abs_le.1 (hb k (i + 1))
    have h0 := abs_le.1 (hb k i)
    have hx : r ^ ((k + 1) * p) = (r ^ p) ^ (k + 1) := by rw [mul_comm, pow_mul]
    have hx0 : 0 < (r ^ p) ^ (k + 1) := pow_pos hq0 _
    have hxq : (r ^ p) ^ (k + 1) ≤ r ^ p := pow_le_of_le_one hq0.le hq1.le (by omega)
    simp only [richardson, hx]
    generalize (r ^ p) ^ (k + 1) = x at hx0 hxq ⊢
    have hx1 : 0 < 1 - x := by linarith
    have e : (richardson r p a k (i + 1) - x * richardson r p a k i) / (1 - x) -
        richardson r p a k (i + 1) =
        x * (richardson r p a k (i + 1) - richardson r p a k i) / (1 - x) := by
      rw [div_sub' hx1.ne']
      congr 1
      ring
    rw [e, Real.norm_eq_abs, abs_div, abs_mul, abs_of_pos hx0, abs_of_pos hx1, ← mul_div_assoc]
    have hd : |richardson r p a k (i + 1) - richardson r p a k i| ≤
        2 * (stabilityConst r p * M) :=
      abs_le.2 ⟨by linarith [h1.1, h0.2], by linarith [h1.2, h0.1]⟩
    exact div_le_div₀ (mul_nonneg hx0.le ((abs_nonneg _).trans hd))
      (mul_le_mul_of_nonneg_left hd hx0.le) (by linarith) (by linarith)
  induction n with
  | zero => simp
  | succ n ih =>
    have h := (ih.comp (tendsto_add_atTop_nat 1)).add (step (j + n))
    rw [add_zero] at h
    refine h.congr (fun k => ?_)
    have e : k + 1 + n = k + (n + 1) := by omega
    simp only [Function.comp_apply, e, ← add_assoc]
    ring

/-- If the data converge to `A`, then so does the tableau along the diagonal starting at any level
`j`; `j = 0` is the main diagonal. -/
theorem romberg_diagonal_tendsto (hr : 0 < r) (hr1 : r < 1) (hp : 1 ≤ p)
    (a : ℕ → ℝ) (A : ℝ) (ha : Tendsto a atTop (𝓝 A)) (j : ℕ) :
    Tendsto (fun k => richardson r p a k j) atTop (𝓝 A) := by
  have he : Tendsto (fun i => a i - A) atTop (𝓝 0) := by
    simpa using ha.sub_const A
  obtain ⟨M, hM⟩ := (Metric.isBounded_range_of_tendsto _ he).exists_norm_le
  have hM' : ∀ i, |a i - A| ≤ M := fun i => hM _ ⟨i, rfl⟩
  have hC : 0 < stabilityConst r p := Real.exp_pos _
  rw [Metric.tendsto_atTop]
  intro ε hε
  have hδ : 0 < ε / 2 / stabilityConst r p := by positivity
  -- beyond level `J` the data errors are small, and stability keeps them small
  obtain ⟨J, hJ⟩ := Metric.tendsto_atTop.1 he _ hδ
  obtain ⟨K, hK⟩ := Metric.tendsto_atTop.1
    (diagonals_merge hr hr1 hp (fun i => a i - A) M hM' J j) (ε / 2) (by positivity)
  refine ⟨K + J, fun n hn => ?_⟩
  obtain ⟨k, rfl⟩ : ∃ k, n = k + J := ⟨n - J, by omega⟩
  have h1 := hK k (by omega)
  have h2 := abs_richardson_le hr hr1 hp (fun i => a i - A) (ε / 2 / stabilityConst r p)
    k (j + J) (fun i hi => by
      have := hJ i (by omega)
      rw [Real.dist_eq, sub_zero] at this
      exact this.le)
  have h3 := mul_le_mul_of_nonneg_right (amplification_le hr hr1 hp k) hδ.le
  rw [mul_div_cancel₀ _ hC.ne'] at h3
  have h4 := abs_le.1 (h2.trans h3)
  rw [Real.dist_eq, sub_zero, richardson_sub_const hr hr1 hp a A (k + J) j] at h1
  have h5 := abs_lt.1 h1
  rw [Real.dist_eq, abs_lt]
  constructor <;> linarith [h4.1, h4.2, h5.1, h5.2]

end

end RombergDiagonal
```

```lean
#print axioms RombergDiagonal.richardson_alternating
#print axioms RombergDiagonal.romberg_diagonal_tendsto
```

```
'RombergDiagonal.richardson_alternating' depends on axioms: [propext, Classical.choice, Quot.sound]
'RombergDiagonal.romberg_diagonal_tendsto' depends on axioms: [propext, Classical.choice, Quot.sound]
```

## The tableau and its step sizes

Write T(k,j) for `richardson r p a k j`, the entry obtained after k rounds from the data a(j), …, a(j+k). The definition says

T(0,j) = a(j)

T(k+1,j) = (T(k,j+1) − x T(k,j)) / (1 − x), with x = r^((k+1)p).

In a simulation, a(j) is the result at step size h_j = h_0 r^j, so r is the refinement ratio. The integer p encodes the error law that the user hopes for, an expansion in h^p, h^(2p), h^(3p) and so on. Round k+1 is built to remove the term in h^((k+1)p). For the trapezoidal rule with repeated halving, r = 1/2 and p = 2, and T(k,0) is the main diagonal of the Romberg scheme.

The theorem `romberg_diagonal_tendsto` takes `ha`, the convergence of the data to A, and concludes that T(k,j) → A as k → ∞ for each fixed j. The hypothesis `ha` stands for a convergent discretisation: refinement alone would bring the results arbitrarily close to A. The hoped-for error law is not assumed. Extrapolation may then fail to speed anything up, but it cannot spoil the limit.

This applies to Romberg integration of a real matrix element, or to time-step extrapolation of a real computed observable, as long as the unextrapolated values converge, there is one step parameter, refined geometrically, and the arithmetic is exact. The theorem gives no convergence rate and no comparison with the speed of the original sequence.

## How much the tableau can magnify an error

Put q = r^p, so that 0 < q < 1 and the factor in round k+1 is x = q^(k+1). Let G(k) be `amplification r p k`, the product of (1 + x)/(1 − x) over the first k rounds, with G(0) = 1.

Subtracting A from all data subtracts A from every entry, because

((T(k,j+1) − A) − x (T(k,j) − A)) / (1 − x) = T(k+1,j) − A.

This is the induction step of `richardson_sub_const`. It is enough, therefore, to study errors that tend to zero.

Suppose now that |a(i)| ≤ M for all i ≥ j. If both entries in the recursion are at most G(k) M in size, then

|T(k+1,j)| ≤ (G(k) M + x G(k) M) / (1 − x) = G(k+1) M.

This proves `abs_richardson_le` by induction. In Lean, `generalize` replaces the power by a plain variable x, the bounds on T(k,j) are multiplied by x, and `linarith` combines the results. The lemma `amplification_succ` supplies the relation between G(k+1) and G(k) in a form without division.

The factor G(k) is the best possible. For the data (−1)^j, whose size is 1, the two terms in the numerator always reinforce each other, and `richardson_alternating` gives

T(k,j) = (−1)^(j+k) G(k).

## A bound for any number of rounds

Since x ≤ q, each factor of the product satisfies

(1 + x)/(1 − x) = 1 + 2x/(1 − x) ≤ 1 + 2x/(1 − q) ≤ exp(2x/(1 − q)).

Multiplying over k rounds adds the exponents, and the geometric sum is

q + q² + … + q^k = (q − q^(k+1))/(1 − q).

Hence

G(k) ≤ exp(2(q − q^(k+1))/(1 − q)²) ≤ exp(2q/(1 − q)²) = C.

Here C is `stabilityConst r p`. The proof of `amplification_le` carries the sharper middle expression through the induction, in the step called `key`, and discards q^(k+1) only at the end. The final constant alone would leave no room for the next factor.

In practical terms, a perturbation of size at most η in every datum changes any entry by at most Cη, because the tableau is linear in its data. For r = 1/2 and p = 2 the constant C is about 2.43, while the product itself approaches about 1.97.

## Why the coarse data lose their influence

Stability alone does not finish the argument. Every entry of the diagonal that starts at j = 0 depends on a(0), whose error is fixed and need not be small. What helps is that neighbouring diagonals merge. Directly from the recursion,

T(k+1,i) − T(k,i+1) = x (T(k,i+1) − T(k,i)) / (1 − x).

If all data are bounded by M, both entries on the right are at most CM in size, so

|T(k+1,i) − T(k,i+1)| ≤ q^(k+1) · 2CM/(1 − q),

which tends to zero as k → ∞. This is `step` inside `diagonals_merge`, where `squeeze_zero_norm` turns the bound into a limit.

For starting levels that lie n apart, the difference is split as

T(k+n+1,j) − T(k,j+n+1) = [T((k+1)+n,j) − T(k+1,j+n)] + [T(k+1,j+n) − T(k,j+n+1)].

The first bracket tends to zero by the induction hypothesis with k shifted by one, and the second by the estimate for neighbours. Thus T(k+n,j) − T(k,j+n) → 0 for every fixed n.

## Putting the two estimates together

Let e(i) = a(i) − A, and let E(k,j) be the tableau built from e, so that E(k,j) = T(k,j) − A. A convergent sequence is bounded, which provides an M with |e(i)| ≤ M for all i.

Given ε > 0, choose J such that |e(i)| < ε/(2C) for all i ≥ J. The diagonal starting at j+J uses only such data, so stability gives

|E(k,j+J)| ≤ C · ε/(2C) = ε/2 for every k.

With J now fixed, merging provides a K such that

|E(k+J,j) − E(k,j+J)| < ε/2 for every k ≥ K.

Adding the two estimates yields |T(k+J,j) − A| < ε for k ≥ K. The Lean proof follows the same order: it obtains `J` from the data and `K` from `diagonals_merge`, writes any index n ≥ K + J as k + J, and combines the inequalities with `linarith`.

## One round, and very strong refinement

With k = 0 the entry is the datum a(j) and nothing is magnified. With k = 1, r = 1/2 and p = 2, the recursion gives

T(1,0) = (4a(1) − a(0))/3,

which turns two trapezoidal values into Simpson's rule. Here G(1) = 5/3, reached for instance by the data a(0) = 1 and a(1) = −1, which give T(1,0) = −5/3.

For fixed data and fixed k, letting q → 0 sends T(k,j) to a(j+k), the finest value available, and the amplification to 1. At the other end, the constant C grows without bound as q → 1, so the estimate weakens when successive step sizes are nearly equal.

## The same tableau as polynomial interpolation

Another model would start from the polynomial of degree at most k that takes the value a(i) at the node q^i for i = j, …, j+k, and define T(k,j) as its value at zero. Neville's recursion for these nodes reproduces the formula used here. The picture of extrapolating to zero step size would then be part of the definition, and the recursion would become a lemma.

That model also admits step sizes that are not geometric. The elimination factors would then depend on j as well as k, and a bound on the amplification would need its own condition on the nodes. The recursive definition gives up this generality and in return has a single factor per round, which is what makes the product G(k) an exact measure of worst-case magnification.
